# In the linear E⊗e Jahn-Teller model with unit coupling, real electronic states with energy equal to the nonzero distortion radius are multiples of the half-angle state

The model is a real 2×2 electronic Hamiltonian with rows (ρ cos θ, ρ sin θ) and (ρ sin θ, −ρ cos θ), with no elastic or nuclear kinetic energy. The theorem `upper_state_parallel` says that if ρ ≠ 0 and a real vector u satisfies Hu = ρu, then u is its overlap with (cos(θ/2), sin(θ/2)) times that unit vector. Here u need not be normalised and may be zero, and ρ is any nonzero real number, though as a distortion radius it would be positive. The attempt cancels ρ from the two component equations, rewrites them with the double-angle formulas, derives the two components of the claim as `g0` and `g1`, and leaves the last step to `simpa`.

Lean 4 with Mathlib refuses this proof:

```lean
import Mathlib

open Real Set Matrix

namespace JahnTellerBerrySign

noncomputable section

/-- The linear E⊗e Jahn-Teller Hamiltonian at distortion radius `ρ` and angle `θ`,
in a real basis of the two electronic states. -/
def jtHamiltonian (ρ θ : ℝ) : Matrix (Fin 2) (Fin 2) ℝ :=
  !![ρ * Real.cos θ, ρ * Real.sin θ; ρ * Real.sin θ, -(ρ * Real.cos θ)]

/-- The real electronic state whose mixing angle is half the distortion angle. -/
def halfAngle (θ : ℝ) : Fin 2 → ℝ := ![Real.cos (θ / 2), Real.sin (θ / 2)]

/-- The action of the Jahn-Teller Hamiltonian on a real state, in components. -/
lemma jtHamiltonian_mulVec (ρ θ : ℝ) (u : Fin 2 → ℝ) :
    jtHamiltonian ρ θ *ᵥ u = ![ρ * (Real.cos θ * u 0 + Real.sin θ * u 1),
      ρ * (Real.sin θ * u 0 - Real.cos θ * u 1)] := by
  ext i
  fin_cases i <;> simp [jtHamiltonian, Matrix.mulVec, dotProduct, Fin.sum_univ_two] <;> ring

/-- The overlap of a real state with the half-angle state, in components. -/
lemma halfAngle_overlap (θ : ℝ) (u : Fin 2 → ℝ) :
    halfAngle θ ⬝ᵥ u = Real.cos (θ / 2) * u 0 + Real.sin (θ / 2) * u 1 := by
  simp [halfAngle, dotProduct, Fin.sum_univ_two]

/-- The cosine and sine of an angle in terms of the half angle. -/
lemma double_angle (θ : ℝ) : Real.cos θ = 2 * Real.cos (θ / 2) ^ 2 - 1 ∧
    Real.sin θ = 2 * Real.sin (θ / 2) * Real.cos (θ / 2) := by
  have e : θ = 2 * (θ / 2) := by ring
  exact ⟨(congrArg Real.cos e).trans (Real.cos_two_mul _),
    (congrArg Real.sin e).trans (Real.sin_two_mul _)⟩

/-- Away from the conical intersection, every real state of energy `ρ` is its overlap
with the half-angle state times the half-angle state. -/
theorem upper_state_parallel {ρ θ : ℝ} {u : Fin 2 → ℝ} (hρ : ρ ≠ 0)
    (h : jtHamiltonian ρ θ *ᵥ u = ρ • u) : u = (halfAngle θ ⬝ᵥ u) • halfAngle θ := by
  rw [jtHamiltonian_mulVec] at h
  have h0 : ρ * (Real.cos θ * u 0 + Real.sin θ * u 1) = ρ * u 0 := congrFun h 0
  have h1 : ρ * (Real.sin θ * u 0 - Real.cos θ * u 1) = ρ * u 1 := congrFun h 1
  have a0 := mul_left_cancel₀ hρ h0
  have a1 := mul_left_cancel₀ hρ h1
  obtain ⟨hc, hs⟩ := double_angle θ
  rw [hc, hs] at a0 a1
  have hp := Real.sin_sq_add_cos_sq (θ / 2)
  rw [halfAngle_overlap]
  generalize Real.cos (θ / 2) = C at *
  generalize Real.sin (θ / 2) = S at *
  -- the component orthogonal to the half-angle state vanishes
  have s0 : S * (C * u 1 - S * u 0) = 0 := by linear_combination a0 / 2 - u 0 * hp
  have s1 : C * (C * u 1 - S * u 0) = 0 := by linear_combination -a1 / 2
  have g0 : u 0 = (C * u 0 + S * u 1) * C := by linear_combination -s0 - u 0 * hp
  have g1 : u 1 = (C * u 0 + S * u 1) * S := by linear_combination s1 - u 1 * hp
  refine funext (Fin.forall_fin_two.2 ⟨?_, ?_⟩)
  · simpa [halfAngle, *] using g0
  · simpa [halfAngle, *] using g1

end

end JahnTellerBerrySign
```

The compiler's answer:

```
Main.lean:57:4: error: Tactic `simp` failed with a nested error:
maximum recursion depth has been reached
use `set_option maxRecDepth <num>` to increase limit
use `set_option diagnostics true` to get diagnostic information
Main.lean:58:4: error: Tactic `simp` failed with a nested error:
maximum recursion depth has been reached
use `set_option maxRecDepth <num>` to increase limit
use `set_option diagnostics true` to get diagnostic information
```

Both messages say that `simp`, called by `simpa`, reached its recursion limit. The `*` in `simpa [halfAngle, *]` hands it every hypothesis as a rewrite rule, including `g0` and `g1`. These equate `u 0` and `u 1` with expressions that contain `u 0` and `u 1` again, so rewriting with them never ends.

Replacing `simpa` with `exact g0` and `exact g1` removes the loop, but needs the other change too. `generalize` had turned `C` and `S` into arbitrary reals, while the cosine and sine inside `halfAngle θ`, hidden by the definition, stayed as they were. Once `halfAngle` was unfolded, the goals would have ended in `Real.cos (θ / 2)` and `Real.sin (θ / 2)`, with nothing to identify these with the `C` and `S` of `g0` and `g1`. `set` keeps `C` and `S` as local definitions, so Lean can unfold both sides and see that each equation is its goal.

The reworded comment is mere tidying: `s0` and `s1` say only that the products with `S` and `C` are zero.

The repair, with which the file compiles:

```diff
@@ -47,7 +47,7 @@
   have hp := Real.sin_sq_add_cos_sq (θ / 2)
   rw [halfAngle_overlap]
-  generalize Real.cos (θ / 2) = C at *
-  generalize Real.sin (θ / 2) = S at *
-  -- the component orthogonal to the half-angle state vanishes
+  set C := Real.cos (θ / 2)
+  set S := Real.sin (θ / 2)
+  -- the component orthogonal to the half-angle state gives zero when multiplied by `S` or `C`
   have s0 : S * (C * u 1 - S * u 0) = 0 := by linear_combination a0 / 2 - u 0 * hp
   have s1 : C * (C * u 1 - S * u 0) = 0 := by linear_combination -a1 / 2
@@ -55,6 +55,6 @@
   have g1 : u 1 = (C * u 0 + S * u 1) * S := by linear_combination s1 - u 1 * hp
   refine funext (Fin.forall_fin_two.2 ⟨?_, ?_⟩)
-  · simpa [halfAngle, *] using g0
-  · simpa [halfAngle, *] using g1
+  · exact g0
+  · exact g1
 
 end
```
